# In a stationary finite Markov chain, the average entropy given the initial state never decreases

Let $P$ be the matrix of one-step transition probabilities of a Markov chain on finitely many states, with $P_{ij}$ the probability of going from $i$ to $j$, and let $p$ be a probability vector that the chain leaves unchanged. Write $H(q)=-\sum_j q_j\ln q_j$ for the Shannon entropy of a distribution $q$, and $(P^n)_{i\cdot}$ for row $i$ of $P^n$, which is the distribution at time $n$ of a chain started in state $i$. Then the average

$$H_n=\sum_i p_i\,H\big((P^n)_{i\cdot}\big)$$

satisfies $H_n\le H_{n+1}$ and $H_n\le H(p)$ for every $n\ge 0$. If all $p_i$ are positive, $H_n=H(p)$ holds exactly when every row of $P^n$ equals $p$.

The vector $p$ need not be uniform. For non-uniform $p$ the entropy of an individual relaxing distribution can fall, and a two-state chain at the end shows it doing so. The growth belongs to the average over initial states drawn from $p$.

For a Pauli master equation with finitely many levels and constant rates, $P$ can be taken as the propagator of the populations over a fixed time step. In that setting, where coherences are left out, $H(p)-H_n$ measures how much the populations still remember of the initial level, and this memory never grows.

## States, entropy and the stationary average

The states are labelled by a finite type `ι`. Neither an ordering of the states nor an energy attached to them is needed.

```lean
import Mathlib

open Finset

namespace ConditionalEntropyGrowth

noncomputable section

variable {ι : Type*} [Fintype ι]
```

The entropy is in natural units, without Boltzmann's constant. Each term is $\eta(x)=-x\ln x$, which Mathlib calls `Real.negMulLog`, with $\eta(0)=0$. The definition accepts any real vector; the results about the chain apply it to probability distributions.

```lean
/-- Shannon entropy `-∑ p log p` of a distribution over finitely many states,
with `0 log 0 = 0`. -/
def shannon (p : ι → ℝ) : ℝ := ∑ j, Real.negMulLog (p j)
```

A transition matrix has nonnegative entries and rows that sum to one. The first index is the present state and the second is the next one, so distributions are row vectors and evolve by multiplication from the left, $q\mapsto qP$.

```lean
/-- A matrix of transition probabilities: nonnegative entries, each row summing to one. -/
structure IsStochastic (P : Matrix ι ι ℝ) : Prop where
  nonneg : ∀ i j, 0 ≤ P i j
  row_sum : ∀ i, ∑ j, P i j = 1
```

Stationarity is the balance condition $\sum_i p_iP_{ij}=p_j$, together with nonnegativity and normalisation of $p$. Physically, it says that the total probability flowing into each state replaces what leaves it. This holds in thermal equilibrium, where $p$ is the Boltzmann distribution, and also in a driven steady state with circulating currents, since detailed balance is not assumed.

```lean
/-- A probability vector that one step of the chain leaves unchanged. -/
structure IsStationary (p : ι → ℝ) (P : Matrix ι ι ℝ) : Prop where
  nonneg : ∀ i, 0 ≤ p i
  sum_one : ∑ i, p i = 1
  balance : ∀ j, ∑ i, p i * P i j = p j
```

The quantity $H_n$ is `condEntropy p P n`. In Lean `(P ^ n) i` is the whole row $i$, regarded as a function of the final state. At $n=0$ the matrix is the identity, each row is concentrated on one state, and $H_0=0$.

```lean
/-- Entropy of the state at time `n` given the initial state, averaged over initial
states drawn from `p`. -/
def condEntropy [DecidableEq ι] (p : ι → ℝ) (P : Matrix ι ι ℝ) (n : ℕ) : ℝ :=
  ∑ i, p i * shannon ((P ^ n) i)
```

## Mixing raises entropy

Take distributions $q_k$ and weights $w_k\ge 0$ with $\sum_k w_k=1$. The function $\eta$ is concave on $[0,\infty)$, so Jensen's inequality gives, for each final state $j$,

$$\sum_k w_k\,\eta(q_{kj})\le \eta\Big(\sum_k w_k q_{kj}\Big).$$

Summing over $j$ and exchanging the two sums on the left yields

$$\sum_k w_k H(q_k)\le H\Big(\sum_k w_k q_k\Big).$$

If we forget which of the distributions was used, our uncertainty is at least the average uncertainty we had while we knew.

The code works backwards from the final inequality: `Finset.sum_comm` exchanges the sums, `Finset.sum_le_sum` reduces the claim to a single $j$, and `le_map_sum` is Jensen's inequality. Only nonnegativity of the entries $q_{kj}$ is used, so the lemma does not ask for the $q_k$ to be normalised.

```lean
/-- Mixing distributions with weights `w` gives at least the average of their entropies. -/
theorem entropy_mixture {w : ι → ℝ} {q : ι → ι → ℝ} (hw : ∀ k, 0 ≤ w k)
    (hs : ∑ k, w k = 1) (hq : ∀ k j, 0 ≤ q k j) :
    ∑ k, w k * shannon (q k) ≤ shannon (fun j => ∑ k, w k * q k j) := by
  simp only [shannon, Finset.mul_sum]
  rw [Finset.sum_comm]
  apply Finset.sum_le_sum
  intro j _
  -- Jensen's inequality for `-x log x`, one final state at a time
  have h := Real.concaveOn_negMulLog.le_map_sum (t := Finset.univ) (w := w)
    (p := fun k => q k j) (fun k _ => hw k) hs (fun k _ => Set.mem_Ici.mpr (hq k j))
  simpa only [smul_eq_mul] using h
```

## Several steps form a transition matrix again

For $n=0$ the identity matrix has entries $0$ and $1$ and rows that sum to one. For the next power, write $P^{n+1}=P\,P^n$. Its entries $\sum_k P_{ik}(P^n)_{kj}$ are sums of nonnegative products, and

$$\sum_j\sum_k P_{ik}(P^n)_{kj}=\sum_k P_{ik}\sum_j (P^n)_{kj}=\sum_k P_{ik}=1 .$$

The induction in Lean follows these two cases, and `pow_succ'` is the factorisation with the single step on the left.

```lean
/-- The `n`-step transition probabilities again form a stochastic matrix. -/
theorem IsStochastic.pow [DecidableEq ι] {P : Matrix ι ι ℝ} (hP : IsStochastic P) (n : ℕ) :
    IsStochastic (P ^ n) := by
  induction n with
  | zero =>
    refine ⟨fun i j => ?_, fun i => ?_⟩
    · rw [pow_zero, Matrix.one_apply]
      split_ifs <;> norm_num
    · simp [Matrix.one_apply]
  | succ n ih =>
    refine ⟨fun i j => ?_, fun i => ?_⟩
    · rw [pow_succ', Matrix.mul_apply]
      exact Finset.sum_nonneg fun k _ => mul_nonneg (hP.nonneg i k) (ih.nonneg k j)
    · simp only [pow_succ', Matrix.mul_apply]
      rw [Finset.sum_comm]
      simp only [← Finset.mul_sum, ih.row_sum, mul_one, hP.row_sum]
```

## Stationary averages do not change in time

Let $f$ be any real function of the state. Starting from $p$, its mean after one step is

$$\sum_i p_i\sum_k P_{ik}f_k=\sum_k\Big(\sum_i p_iP_{ik}\Big)f_k=\sum_k p_kf_k .$$

The last equality is the balance condition, applied in the code by `hp.balance k`.

```lean
/-- In the stationary state the mean of any observable `f` is the same one step later. -/
theorem IsStationary.average {p : ι → ℝ} {P : Matrix ι ι ℝ} (hp : IsStationary p P)
    (f : ι → ℝ) : ∑ i, p i * ∑ k, P i k * f k = ∑ k, p k * f k := by
  simp only [Finset.mul_sum]
  rw [Finset.sum_comm]
  refine Finset.sum_congr rfl fun k _ => ?_
  simp only [← mul_assoc]
  rw [← Finset.sum_mul, hp.balance k]
```

With $f_k=(P^n)_{kj}$ for a fixed final state $j$, this identity gives

$$\sum_i p_i(P^{n+1})_{ij}=\sum_k p_k(P^n)_{kj},$$

and induction on $n$ brings the right-hand side down to $p_j$. A stationary vector is therefore stationary for every number of steps.

```lean
/-- A stationary distribution is unchanged by any number of steps. -/
theorem IsStationary.pow [DecidableEq ι] {p : ι → ℝ} {P : Matrix ι ι ℝ}
    (hp : IsStationary p P) (n : ℕ) (j : ι) : ∑ i, p i * (P ^ n) i j = p j := by
  induction n with
  | zero => simp [Matrix.one_apply]
  | succ n ih =>
    simp only [pow_succ', Matrix.mul_apply]
    rw [hp.average (fun k => (P ^ n) k j), ih]
```

## Growth from an extra step at the start

Row $i$ of $P^{n+1}=P\,P^n$ is a mixture of rows of $P^n$:

$$(P^{n+1})_{i\cdot}=\sum_k P_{ik}\,(P^n)_{k\cdot}.$$

The chain first jumps from $i$ to some $k$ and then evolves for $n$ steps. The weights $P_{ik}$ are nonnegative and sum to one over $k$, so the mixing inequality gives

$$H\big((P^{n+1})_{i\cdot}\big)\ge\sum_k P_{ik}\,H\big((P^n)_{k\cdot}\big).$$

Multiply by $p_i\ge 0$ and sum over $i$. The right-hand side is then the stationary average, one step later, of the function $f_k=H((P^n)_{k\cdot})$, and so

$$H_{n+1}\ge\sum_i p_i\sum_k P_{ik}\,H\big((P^n)_{k\cdot}\big)=\sum_k p_k\,H\big((P^n)_{k\cdot}\big)=H_n .$$

The row-by-row comparison used here relies on placing the extra step at the beginning. A step added at the end would act on each row by $q\mapsto qP$, and that map can lower the entropy of an individual row when $p$ is not uniform.

The theorem states the result as `Monotone`, meaning $H_m\le H_n$ whenever $m\le n$; `monotone_nat_of_le_succ` reduces this to consecutive times. The proof rewrites $H_n$ with `hp.average` read from right to left, compares the two sums for each $i$, and uses `hrow` to display the row of $P^{n+1}$ as a mixture before calling `entropy_mixture`.

```lean
/-- Conditional entropy growth: for a chain with stationary distribution `p`, the entropy
of the state at time `n` given the initial state never decreases with `n`. -/
theorem condEntropy_monotone [DecidableEq ι] {p : ι → ℝ} {P : Matrix ι ι ℝ}
    (hP : IsStochastic P) (hp : IsStationary p P) : Monotone (condEntropy p P) := by
  refine monotone_nat_of_le_succ fun n => ?_
  unfold condEntropy
  -- stationarity lets us insert one extra step in front
  rw [← hp.average (fun k => shannon ((P ^ n) k))]
  refine Finset.sum_le_sum fun i _ => mul_le_mul_of_nonneg_left ?_ (hp.nonneg i)
  -- a row of `P ^ (n + 1)` is a mixture of rows of `P ^ n`
  have hrow : (P ^ (n + 1)) i = fun j => ∑ k, P i k * (P ^ n) k j := by
    funext j
    rw [pow_succ', Matrix.mul_apply]
  rw [hrow]
  exact entropy_mixture (hP.nonneg i) (hP.row_sum i) (hP.pow n).nonneg
```

## The stationary entropy as a ceiling

Now mix the rows of $P^n$ with the weights $p_i$. The mixture is $\sum_i p_i(P^n)_{i\cdot}=p$, by stationarity over $n$ steps, and the mixing inequality becomes

$$H_n=\sum_i p_iH\big((P^n)_{i\cdot}\big)\le H(p).$$

In the code `hmix` identifies the mixture with `p`.

```lean
/-- The conditional entropy never exceeds the entropy of the stationary distribution. -/
theorem condEntropy_le [DecidableEq ι] {p : ι → ℝ} {P : Matrix ι ι ℝ}
    (hP : IsStochastic P) (hp : IsStationary p P) (n : ℕ) :
    condEntropy p P n ≤ shannon p := by
  have h := entropy_mixture hp.nonneg hp.sum_one (hP.pow n).nonneg
  have hmix : (fun j => ∑ i, p i * (P ^ n) i j) = p := funext (hp.pow n)
  rw [hmix] at h
  exact h
```

The bound need not be approached as $n$ grows. A two-state chain that swaps its states at every step has the uniform stationary vector and $H_n=0$ for all $n$, because the initial state can always be read off from the present one.

## When all memory of the initial state is gone

Exchanging the sums gives $H_n=\sum_j\sum_i p_i\,\eta((P^n)_{ij})$. Jensen's inequality bounds each term of the outer sum:

$$\sum_i p_i\,\eta\big((P^n)_{ij}\big)\le\eta(p_j)\quad\text{for every } j.$$

If $H_n=H(p)$, the two sides have the same total over $j$, which is possible only if equality holds for each $j$ separately. The function $\eta$ is strictly concave, and when all weights $p_i$ are positive, equality in Jensen's inequality forces the numbers $(P^n)_{ij}$ to be the same for all $i$. Their common value is their mean, $p_j$. Conversely, if $(P^n)_{ij}=p_j$ for all $i$ and $j$, the left-hand side is $\sum_i p_i\,\eta(p_j)=\eta(p_j)$.

The positivity hypothesis `hpos` excludes states that the stationary ensemble never occupies. Such a state has zero weight in $H_n$, so its row could differ from $p$ without affecting the equality.

In the proof `key` is the inequality for each $j$ and `hc` is the exchange of sums. `Finset.sum_eq_sum_iff_of_le` turns equality of the totals into equality term by term, and `map_sum_eq_iff` is the equality case of Jensen's inequality.

```lean
/-- If every state has positive stationary probability, the conditional entropy equals the
stationary entropy at time `n` exactly when every initial state leads to `p` at time `n`. -/
theorem condEntropy_eq_iff [DecidableEq ι] {p : ι → ℝ} {P : Matrix ι ι ℝ}
    (hP : IsStochastic P) (hp : IsStationary p P) (hpos : ∀ i, 0 < p i) (n : ℕ) :
    condEntropy p P n = shannon p ↔ ∀ i j, (P ^ n) i j = p j := by
  have key : ∀ j, ∑ i, p i * Real.negMulLog ((P ^ n) i j) ≤ Real.negMulLog (p j) := by
    intro j
    have h := Real.concaveOn_negMulLog.le_map_sum (t := Finset.univ) (w := p)
      (p := fun i => (P ^ n) i j) (fun i _ => hp.nonneg i) hp.sum_one
      (fun i _ => Set.mem_Ici.mpr ((hP.pow n).nonneg i j))
    simpa only [smul_eq_mul, hp.pow n j] using h
  have hc : condEntropy p P n = ∑ j, ∑ i, p i * Real.negMulLog ((P ^ n) i j) := by
    simp only [condEntropy, shannon, Finset.mul_sum]
    rw [Finset.sum_comm]
  -- equality of the sums forces equality in Jensen's inequality for each final state
  rw [hc, shannon, Finset.sum_eq_sum_iff_of_le (fun j _ => key j)]
  constructor
  · intro h i j
    have hj := (Real.strictConcaveOn_negMulLog.map_sum_eq_iff (t := Finset.univ) (w := p)
      (p := fun i => (P ^ n) i j) (fun i _ => hpos i) hp.sum_one
      (fun i _ => Set.mem_Ici.mpr ((hP.pow n).nonneg i j))).1
    simp only [smul_eq_mul, hp.pow n j] at hj
    exact hj (h j (Finset.mem_univ j)).symm i (Finset.mem_univ i)
  · intro h j _
    simp only [h, ← Finset.sum_mul, hp.sum_one, one_mul]
```

## A relaxing distribution whose entropy falls

Consider two states, numbered 0 and 1 as in Lean, with

$$P=\begin{pmatrix}3/4&1/4\\[2pt]1/2&1/2\end{pmatrix},\qquad p=\left(\tfrac23,\tfrac13\right).$$

The balance condition for state 0 reads $\tfrac23\cdot\tfrac34+\tfrac13\cdot\tfrac12=\tfrac23$, and the one for state 1 reads $\tfrac23\cdot\tfrac14+\tfrac13\cdot\tfrac12=\tfrac13$.

```lean
/-- A two-state chain whose second state jumps or stays with equal probability, while the
first state is left with probability one quarter. -/
def biasedChain : Matrix (Fin 2) (Fin 2) ℝ := !![3/4, 1/4; 1/2, 1/2]
```

Started in state 1, the chain has the distribution $(\tfrac12,\tfrac12)$ after one step. After two steps it has

$$\left(\tfrac12\cdot\tfrac34+\tfrac12\cdot\tfrac12,\ \tfrac12\cdot\tfrac14+\tfrac12\cdot\tfrac12\right)=\left(\tfrac58,\tfrac38\right).$$

The first of these has the largest entropy possible for two states, $\ln 2$, and relaxation towards the non-uniform $p$ then lowers it. To show this without numerical logarithms, use $\ln x<x-1$ for positive $x\neq 1$, at $x=\tfrac{1/2}{5/8}=\tfrac45$ and $x=\tfrac{1/2}{3/8}=\tfrac43$:

$$\tfrac58\ln\tfrac45+\tfrac38\ln\tfrac43<\tfrac58\left(-\tfrac15\right)+\tfrac38\cdot\tfrac13=0 .$$

The left-hand side equals $H(\tfrac58,\tfrac38)-\ln 2$, so the entropy has fallen.

Numerically, it drops from about $0.693$ to $0.662$. For a start in state 0 it rises over the same step from about $0.562$ to $0.621$, and this start carries twice the weight. The average therefore grows, from $H_1\approx0.606$ to $H_2\approx0.635$, just below the ceiling $H(p)\approx0.637$.

The theorem combines three statements: the matrix is stochastic, the vector is stationary, and the entropy of row 1 is lower for $P^2$ than for $P$. The facts `h0` to `h3` compute the two rows, `a` and `b` are the two logarithm inequalities, and `linarith` combines them with the weights $\tfrac58$ and $\tfrac38$.

```lean
/-- The biased chain is stochastic with stationary distribution `(2/3, 1/3)`, and when it
starts in its second state the entropy after two steps is lower than after one. -/
theorem entropy_can_fall :
    IsStochastic biasedChain ∧ IsStationary ![2/3, 1/3] biasedChain ∧
      shannon ((biasedChain ^ 2) 1) < shannon (biasedChain 1) := by
  refine ⟨⟨?_, ?_⟩, ⟨?_, ?_, ?_⟩, ?_⟩
  · intro i j
    fin_cases i <;> fin_cases j <;> norm_num [biasedChain]
  · intro i
    fin_cases i <;> norm_num [biasedChain, Fin.sum_univ_two]
  · intro i
    fin_cases i <;> norm_num
  · norm_num [Fin.sum_univ_two]
  · intro j
    fin_cases j <;> norm_num [biasedChain, Fin.sum_univ_two]
  · have h0 : (biasedChain ^ 2) 1 0 = 5/8 := by
      rw [pow_two, Matrix.mul_apply]
      norm_num [biasedChain, Fin.sum_univ_two]
    have h1 : (biasedChain ^ 2) 1 1 = 3/8 := by
      rw [pow_two, Matrix.mul_apply]
      norm_num [biasedChain, Fin.sum_univ_two]
    have h2 : biasedChain 1 0 = 1/2 := by norm_num [biasedChain]
    have h3 : biasedChain 1 1 = 1/2 := by norm_num [biasedChain]
    -- compare `(5/8, 3/8)` with the uniform distribution through `log x < x - 1`
    have a := Real.log_lt_sub_one_of_pos
      (show (0:ℝ) < (1/2) / (5/8) by norm_num) (by norm_num)
    have b := Real.log_lt_sub_one_of_pos
      (show (0:ℝ) < (1/2) / (3/8) by norm_num) (by norm_num)
    have ea : Real.log ((1/2) / (5/8)) = Real.log (1/2) - Real.log (5/8) :=
      Real.log_div (by norm_num) (by norm_num)
    have eb : Real.log ((1/2) / (3/8)) = Real.log (1/2) - Real.log (3/8) :=
      Real.log_div (by norm_num) (by norm_num)
    rw [ea] at a
    rw [eb] at b
    simp only [shannon, Fin.sum_univ_two, h0, h1, h2, h3, Real.negMulLog]
    linarith

end

end ConditionalEntropyGrowth
```

```lean
#print axioms ConditionalEntropyGrowth.condEntropy_monotone
#print axioms ConditionalEntropyGrowth.condEntropy_le
#print axioms ConditionalEntropyGrowth.condEntropy_eq_iff
#print axioms ConditionalEntropyGrowth.entropy_can_fall
```

```
'ConditionalEntropyGrowth.condEntropy_monotone' depends on axioms: [propext, Classical.choice, Quot.sound]
'ConditionalEntropyGrowth.condEntropy_le' depends on axioms: [propext, Classical.choice, Quot.sound]
'ConditionalEntropyGrowth.condEntropy_eq_iff' depends on axioms: [propext, Classical.choice, Quot.sound]
'ConditionalEntropyGrowth.entropy_can_fall' depends on axioms: [propext, Classical.choice, Quot.sound]
```

## The same argument for coincidence probabilities

The growth argument uses no property of $\eta$ except concavity. Replacing $\eta(x)$ by the concave function $-x^2$ shows, by the same steps by hand, that

$$C_n=\sum_i p_i\sum_j\big((P^n)_{ij}\big)^2$$

never increases with $n$. Here $C_n$ is the probability that two copies of the chain, started in the same state drawn from $p$ and then run independently, are found in the same state at time $n$.
